# Two degenerate orbital sets coupled only to each other: the characteristic polynomial reduces to a determinant the size of the smaller set

## Orbitals, energies and couplings

Let $m$ and $n$ be two finite sets of orbitals, with $|m|$ and $|n|$ members. In the chemical reading, $m$ labels metal orbitals and $n$ labels ligand orbitals. All orbitals in $m$ have the same energy $a$, and all orbitals in $n$ have the same energy $b$. The orbitals are taken as orthonormal, so no overlap matrix appears.

Energies and couplings are elements of a commutative ring $R$. The real numbers are the usual choice for a Hamiltonian, but the ring may also be the integers, the complex numbers, or a ring of polynomials in undetermined coupling parameters. In Lean, `m` and `n` are index types and `R` is the ring; the number of orbitals in a set is `Fintype.card m` or `Fintype.card n`.

```lean
import Mathlib

open Polynomial
open scoped Matrix

namespace CoupledOrbitalLevels

variable {R m n : Type*} [CommRing R] [Fintype m] [Fintype n] [DecidableEq m] [DecidableEq n]
```

The coupling from $n$ to $m$ is a matrix $V$ of size $|m|\times|n|$, and the coupling back is a matrix $W$ of size $|n|\times|m|$. The Hamiltonian is

$$
H=\begin{pmatrix} a I_m & V\\ W & b I_n\end{pmatrix}.
$$

The diagonal blocks are multiples of the identity. This is the physical restriction of the model: each set is degenerate, and no two orbitals of the same set couple directly. A real symmetric Hamiltonian has $W=V^{\mathsf T}$, and a complex Hermitian one has real $a$, $b$ and $W=V^\dagger$. Keeping $W$ independent covers both cases, and non-Hermitian models as well.

The index type `m ⊕ n` in the definition is the disjoint union of the two orbital sets, and `a • 1` is $aI_m$.

```lean
/-- The Hamiltonian of orbitals `m` at energy `a` and orbitals `n` at energy `b`, coupled
only between the two sets, by the blocks `V` and `W`. -/
def coupledLevels (a b : R) (V : Matrix m n R) (W : Matrix n m R) :
    Matrix (m ⊕ n) (m ⊕ n) R :=
  Matrix.fromBlocks (a • 1) V W (b • 1)
```

## Eliminating one set without division

The secular matrix $xI-H$ has diagonal blocks $pI_m$ and $qI_n$, with $p=x-a$ and $q=x-b$, and off-diagonal blocks $-V$ and $-W$. The usual elimination of the first set divides by $p$, which fails at $x=a$ and is unavailable in a general ring. Multiplying on the right by a suitable block triangular matrix avoids the division:

$$
\begin{pmatrix} pI_m & -V\\ -W & qI_n\end{pmatrix}
\begin{pmatrix} I_m & V\\ 0 & pI_n\end{pmatrix}
=
\begin{pmatrix} pI_m & 0\\ -W & pq\,I_n-WV\end{pmatrix}.
$$

The upper right block is $pV-Vp=0$, and the lower right block is $-WV+qp\,I_n$. The second factor on the left has determinant $p^{|n|}$, and the right-hand side has determinant $p^{|m|}\det(pq\,I_n-WV)$. Therefore

$$
\det\begin{pmatrix} pI_m & -V\\ -W & qI_n\end{pmatrix}\,p^{|n|}
= p^{|m|}\,\det\left(pq\,I_n-WV\right).
$$

This holds for every $p$ and $q$ in $R$, including $p=0$, and for any sizes of the two sets.

In the proof, `e12` and `e22` compute the two blocks in the second column of the product, and `h` is the matrix identity displayed first. Taking determinants of both sides of `h`, and using the rules for products and block triangular matrices, gives the result.

```lean
/-- Elimination of the first set of orbitals from a secular determinant, written without
division by `p`. -/
theorem det_elimination (p q : R) (V : Matrix m n R) (W : Matrix n m R) :
    (Matrix.fromBlocks (p • (1 : Matrix m m R)) (-V) (-W) (q • (1 : Matrix n n R))).det
        * p ^ Fintype.card n
      = p ^ Fintype.card m * ((p * q) • (1 : Matrix n n R) - W * V).det := by
  have e12 : (p • (1 : Matrix m m R)) * V + (-V) * (p • (1 : Matrix n n R)) = 0 := by
    simp [Matrix.smul_mul, Matrix.mul_smul]
  have e22 : (-W) * V + (q • (1 : Matrix n n R)) * (p • (1 : Matrix n n R))
      = (p * q) • (1 : Matrix n n R) - W * V := by
    rw [Matrix.neg_mul, Matrix.smul_mul, Matrix.one_mul, smul_smul, mul_comm q p,
      neg_add_eq_sub]
  -- a column operation makes the matrix block triangular
  have h : Matrix.fromBlocks (p • (1 : Matrix m m R)) (-V) (-W) (q • (1 : Matrix n n R))
        * Matrix.fromBlocks 1 V 0 (p • 1)
      = Matrix.fromBlocks (p • 1) 0 (-W) ((p * q) • 1 - W * V) := by
    rw [Matrix.fromBlocks_multiply, e12, e22]
    simp only [Matrix.mul_one, Matrix.mul_zero, add_zero]
  have hd := congrArg Matrix.det h
  rw [Matrix.det_mul, Matrix.det_fromBlocks_zero₂₁, Matrix.det_fromBlocks_zero₁₂,
    Matrix.det_smul, Matrix.det_smul] at hd
  simp only [Matrix.det_one, mul_one, one_mul] at hd
  exact hd
```

## The secular matrix with a polynomial variable

The characteristic polynomial is $\det(XI-H)$, where $X$ is a formal variable. The matrix inside the determinant has entries in the polynomial ring $R[X]$, and its blocks are

$$
XI-H=\begin{pmatrix} (X-a)I_m & -V\\ -W & (X-b)I_n\end{pmatrix}.
$$

Lean calls this matrix `charmatrix`. It distinguishes an element of $R$ from the constant polynomial with that value, which is written with `C`; thus `C a` is the constant polynomial $a$, and `V.map C` is $V$ with its entries regarded as constant polynomials.

The proof compares entries. There are four cases, one for each block, and in the diagonal blocks it also separates $i=j$ from $i\neq j$.

```lean
/-- The characteristic matrix of the coupled levels has the same block form, with diagonal
blocks `X - a` and `X - b`. -/
theorem charmatrix_coupledLevels (a b : R) (V : Matrix m n R) (W : Matrix n m R) :
    (coupledLevels a b V W).charmatrix
      = Matrix.fromBlocks ((X - C a) • (1 : Matrix m m R[X])) (-(V.map C)) (-(W.map C))
          ((X - C b) • (1 : Matrix n n R[X])) := by
  refine Matrix.ext fun i j => ?_
  rcases i with i | i <;> rcases j with j | j
  · by_cases h : i = j <;> simp [coupledLevels, h]
  · simp [coupledLevels]
  · simp [coupledLevels]
  · by_cases h : i = j <;> simp [coupledLevels, h]
```

## Cancelling the extra power

Put $p=X-a$ and $q=X-b$ in the elimination identity, now over $R[X]$. If $|n|\le|m|$, then $p^{|m|}=p^{|m|-|n|}\,p^{|n|}$, and so

$$
\det(XI-H)\,(X-a)^{|n|}
=(X-a)^{|m|-|n|}\det\big((X-a)(X-b)I_n-WV\big)\,(X-a)^{|n|}.
$$

The common factor $(X-a)^{|n|}$ can be cancelled even when $R$ has zero divisors. It is a monic polynomial, and the product of a monic polynomial with a nonzero polynomial $f$ has the same leading coefficient as $f$, so it is not zero. The outcome is

$$
\det(XI-H)=(X-a)^{|m|-|n|}\det\big((X-a)(X-b)I_n-WV\big).
$$

The hypothesis `hcard` is the condition $|n|\le|m|$. If the second set is the larger one, the roles of the two sets can be exchanged by relabelling. Either set may be as small as the condition allows: with $n$ empty, the determinant is $1$ and the polynomial is $(X-a)^{|m|}$.

In the proof, `key` is the elimination identity over $R[X]$, and `hr` expresses that multiplication by $(X-a)^{|n|}$ is injective. Applying `hr` turns the goal into the equation with the extra factor on both sides, and `key` then settles it after the powers are combined.

```lean
/-- If the set at energy `a` is at least as large as the set at energy `b`, the characteristic
polynomial is a power of `X - a` times a determinant of the size of the smaller set. -/
theorem charpoly_coupledLevels (a b : R) (V : Matrix m n R) (W : Matrix n m R)
    (hcard : Fintype.card n ≤ Fintype.card m) :
    (coupledLevels a b V W).charpoly
      = (X - C a) ^ (Fintype.card m - Fintype.card n)
        * (((X - C a) * (X - C b)) • (1 : Matrix n n R[X]) - (W * V).map C).det := by
  have key := det_elimination (X - C a) (X - C b) (V.map C) (W.map C)
  rw [← charmatrix_coupledLevels, ← Matrix.map_mul] at key
  -- a monic polynomial can be cancelled over any commutative ring
  have hr := ((monic_X_sub_C a).pow (Fintype.card n)).isRegular.right
  apply hr
  change (coupledLevels a b V W).charmatrix.det * (X - C a) ^ Fintype.card n
    = (X - C a) ^ (Fintype.card m - Fintype.card n)
        * (((X - C a) * (X - C b)) • (1 : Matrix n n R[X]) - (W * V).map C).det
        * (X - C a) ^ Fintype.card n
  rw [key, mul_right_comm, ← pow_add, Nat.sub_add_cancel hcard]
```

For $M$ metal orbitals and $L\le M$ ligand orbitals with symmetric coupling, set $W=V^{\mathsf T}$:

$$
\det(XI-H)=(X-a)^{M-L}\det\big((X-a)(X-b)I_L-V^{\mathsf T}V\big).
$$

The entries of $V^{\mathsf T}V$ are the dot products of the columns of $V$, one column for each ligand orbital. In this non-interacting one-electron model, with each set degenerate and uncoupled within itself, the factor in front shows that at least $M-L$ levels remain at the metal energy $a$ whatever the couplings are. For real couplings with linearly independent columns of $V$, exactly $M-L$ levels lie at $a$, and they are the nonbonding metal levels of the model. The remaining $2L$ levels then come from a determinant of size $L$ instead of $M+L$.

The Lean statement uses the index types `Fin M` and `Fin L`, which have exactly $M$ and $L$ elements, and `Vᵀ` is the transpose without complex conjugation. For complex couplings, the Hermitian model is therefore obtained from the preceding theorem with $W=V^\dagger$.

```lean
/-- The characteristic polynomial of `M` metal and `L ≤ M` ligand orbitals with symmetric coupling
is `(X - a) ^ (M - L)` times the determinant of `(X - a) (X - b) - Vᵀ V`. -/
theorem charpoly_metal_ligand {M L : ℕ} (hML : L ≤ M) (a b : R)
    (V : Matrix (Fin M) (Fin L) R) :
    (coupledLevels a b V Vᵀ).charpoly
      = (X - C a) ^ (M - L)
        * (((X - C a) * (X - C b)) • (1 : Matrix (Fin L) (Fin L) R[X])
            - (Vᵀ * V).map C).det := by
  have h := charpoly_coupledLevels a b V Vᵀ (by simpa only [Fintype.card_fin] using hML)
  simpa only [Fintype.card_fin] using h
```

## Levels away from the metal energy

The determinant in the factorisation is the characteristic polynomial of $WV$, evaluated at $(X-a)(X-b)$. This suggests a correspondence between individual energies. Take $x\in R$ with $x\ne a$, and put $p=x-a$, $q=x-b$ in the elimination identity:

$$
\det(xI-H)\,(x-a)^{|n|}=(x-a)^{|m|}\det\big((x-a)(x-b)I_n-WV\big).
$$

If $R$ is an integral domain, the powers of $x-a$ are nonzero, and a product vanishes only when one of its factors does. Hence $\det(xI-H)=0$ exactly when $(x-a)(x-b)$ is a root of the characteristic polynomial of $WV$. No condition on the sizes is needed. The statement concerns which energies are roots and does not compare their multiplicities.

For a real symmetric model, let $\sigma^2$ be a nonzero eigenvalue of $V^{\mathsf T}V$, with $\sigma>0$. Solving $(x-a)(x-b)=\sigma^2$ by the quadratic formula gives

$$
x=\frac{a+b}{2}\pm\sqrt{\left(\frac{a-b}{2}\right)^2+\sigma^2},
$$

the bonding and antibonding energies of a two-level problem with coupling $\sigma$.

The energy $x=a$ has to be treated separately. When $|m|>|n|$, it is always a root for $H$, while $0$ need not be a root for $WV$.

In Lean, `IsRoot` means that the polynomial evaluates to zero. The proof first identifies $xI-H$ with the block matrix, in `hH`, and then reads `key` in both directions, each time discarding a nonzero power of $x-a$.

```lean
/-- Over an integral domain, an energy `x` other than `a` is a root of the characteristic
polynomial exactly when `(x - a) (x - b)` is a root of that of `W V`. -/
theorem isRoot_iff [IsDomain R] (a b x : R) (V : Matrix m n R) (W : Matrix n m R)
    (hx : x ≠ a) :
    (coupledLevels a b V W).charpoly.IsRoot x
      ↔ (W * V).charpoly.IsRoot ((x - a) * (x - b)) := by
  have hH : Matrix.scalar (m ⊕ n) x - coupledLevels a b V W
      = Matrix.fromBlocks ((x - a) • (1 : Matrix m m R)) (-V) (-W)
          ((x - b) • (1 : Matrix n n R)) := by
    refine Matrix.ext fun i j => ?_
    rcases i with i | i <;> rcases j with j | j
    · by_cases h : i = j <;> simp [coupledLevels, h]
    · simp [coupledLevels]
    · simp [coupledLevels]
    · by_cases h : i = j <;> simp [coupledLevels, h]
  have key := det_elimination (x - a) (x - b) V W
  have hp : x - a ≠ 0 := sub_ne_zero.2 hx
  rw [Polynomial.IsRoot.def, Polynomial.IsRoot.def, Matrix.eval_charpoly,
    Matrix.eval_charpoly, hH, Matrix.scalar_apply, ← Matrix.smul_one_eq_diagonal]
  constructor
  · intro h
    rw [h, zero_mul] at key
    exact (mul_eq_zero.1 key.symm).resolve_left (pow_ne_zero _ hp)
  · intro h
    rw [h, mul_zero] at key
    exact (mul_eq_zero.1 key).resolve_right (pow_ne_zero _ hp)
```

## Ligand columns that are orthogonal and equally strong

Suppose that $|n|\le|m|$ and that the columns of $V$ are mutually orthogonal and have the same sum of squares $s$, so that $V^{\mathsf T}V=sI_n$. For real entries and $s>0$, each ligand orbital then couples to its own normalised combination of metal orbitals with strength $\sqrt s$, and these combinations are mutually orthogonal. If some entries are not real, $V^{\mathsf T}$ differs from $V^\dagger$ and the model with $W=V^{\mathsf T}$ is not Hermitian. The matrix in the determinant is now a multiple of the identity, and

$$
\det(XI-H)=(X-a)^{|m|-|n|}\big((X-a)(X-b)-s\big)^{|n|}.
$$

The condition on the columns is the hypothesis `hV`. It is assumed here; in a real complex it would have to come from symmetry or from the computed couplings. The auxiliary identity `hs` rewrites the matrix as a scalar multiple of the identity, whose determinant is a power of that scalar.

```lean
/-- If the coupling columns are mutually orthogonal with common square `s`, the determinant
factor is a power of the single quadratic `(X - a) (X - b) - s`. -/
theorem charpoly_orthogonal (a b s : R) (V : Matrix m n R)
    (hcard : Fintype.card n ≤ Fintype.card m) (hV : Vᵀ * V = s • (1 : Matrix n n R)) :
    (coupledLevels a b V Vᵀ).charpoly
      = (X - C a) ^ (Fintype.card m - Fintype.card n)
        * ((X - C a) * (X - C b) - C s) ^ Fintype.card n := by
  have hs : ((X - C a) * (X - C b)) • (1 : Matrix n n R[X])
        - (s • (1 : Matrix n n R)).map C
      = ((X - C a) * (X - C b) - C s) • (1 : Matrix n n R[X]) := by
    refine Matrix.ext fun i j => ?_
    by_cases h : i = j <;> simp [h]
  rw [charpoly_coupledLevels a b V Vᵀ hcard, hV, hs, Matrix.det_smul, Matrix.det_one, mul_one]
```

An example with three metal and two ligand orbitals is

$$
V=\begin{pmatrix}2&-2\\1&2\\2&1\end{pmatrix}.
$$

The columns have dot product $-4+2+2=0$, and each has sum of squares $9$. Each column thus has length $3$; divided by $3$, the columns are the normalised metal combinations $(2,1,2)/3$ and $(-2,2,1)/3$, and each of these couples to its ligand orbital with strength $3$. For $a=b=0$ the formula becomes $X(X^2-9)^2$, with levels $0$, $3$, $3$, $-3$ and $-3$.

The Lean theorem checks the hypothesis $V^{\mathsf T}V=9I$ over the integers, entry by entry.

```lean
/-- An integer coupling of three orbitals to two whose columns are orthogonal with common
square 9. -/
theorem charpoly_orthogonal_witness :
    (!![2, -2; 1, 2; 2, 1] : Matrix (Fin 3) (Fin 2) ℤ)ᵀ * !![2, -2; 1, 2; 2, 1]
      = (9 : ℤ) • (1 : Matrix (Fin 2) (Fin 2) ℤ) := by
  ext i j
  rw [Matrix.mul_apply, Fin.sum_univ_three]
  fin_cases i <;> fin_cases j <;> simp
```

## One ligand orbital

With a single ligand orbital, $V$ has one column, with entries $v_i$ for $i\in m$. The matrix $V^{\mathsf T}V$ is then $1\times1$, so it is automatically a multiple of the identity, with $s=\sum_i v_i^2$. The orthogonal case gives

$$
\det(XI-H)=(X-a)^{|m|-1}\Big((X-a)(X-b)-\sum_i v_i^2\Big).
$$

For real couplings that are not all zero, the ligand interacts only with the normalised metal combination whose coefficients are $v_i/\sqrt{\sum_j v_j^2}$, and the strength of this interaction is $\sqrt{\sum_j v_j^2}$. The other $|m|-1$ metal combinations stay at energy $a$. With one metal orbital, the first factor is $1$ and the formula is the ordinary two-level secular polynomial.

The one-element type `Unit` labels the ligand orbital, and `Nonempty m` requires at least one metal orbital, which supplies the size condition. The proof computes the single entry of $V^{\mathsf T}V$ in `hV` and then applies `charpoly_orthogonal`.

```lean
/-- For one ligand orbital coupled to the metal orbitals with strengths `v i`, the determinant
factor is the quadratic `(X - a) (X - b) - ∑ i, v i ^ 2`. -/
theorem charpoly_single_ligand [Nonempty m] (a b : R) (v : m → R) :
    (coupledLevels a b (Matrix.of fun i (_ : Unit) => v i)
        (Matrix.of fun i (_ : Unit) => v i)ᵀ).charpoly
      = (X - C a) ^ (Fintype.card m - 1)
        * ((X - C a) * (X - C b) - C (∑ i, v i ^ 2)) := by
  have hV : (Matrix.of fun i (_ : Unit) => v i)ᵀ * (Matrix.of fun i (_ : Unit) => v i)
      = (∑ i, v i ^ 2) • (1 : Matrix Unit Unit R) := by
    refine Matrix.ext fun i j => ?_
    rw [Matrix.mul_apply, Matrix.smul_apply, Subsingleton.elim i j, Matrix.one_apply_eq]
    simp [sq]
  have hc : Fintype.card Unit ≤ Fintype.card m := by
    rw [Fintype.card_unit]
    exact Fintype.card_pos
  rw [charpoly_orthogonal a b _ _ hc hV, Fintype.card_unit, pow_one]

end CoupledOrbitalLevels
```

```lean
#print axioms CoupledOrbitalLevels.charpoly_coupledLevels
#print axioms CoupledOrbitalLevels.charpoly_metal_ligand
#print axioms CoupledOrbitalLevels.isRoot_iff
#print axioms CoupledOrbitalLevels.charpoly_single_ligand
```

```
'CoupledOrbitalLevels.charpoly_coupledLevels' depends on axioms: [propext, Classical.choice, Quot.sound]
'CoupledOrbitalLevels.charpoly_metal_ligand' depends on axioms: [propext, Classical.choice, Quot.sound]
'CoupledOrbitalLevels.isRoot_iff' depends on axioms: [propext, Classical.choice, Quot.sound]
'CoupledOrbitalLevels.charpoly_single_ligand' depends on axioms: [propext, Classical.choice, Quot.sound]
```
